# Every complex symmetric pair function in a finite basis is a sum of doubly occupied orbitals with nonnegative amplitudes

Diagonalising the coefficient matrix of a two-electron singlet can fail when the coefficients are complex. Take

$$\psi=\frac12\begin{pmatrix}1&i\\ i&-1\end{pmatrix}.$$

It is symmetric and normalised, yet $\psi^2=0$ while $\psi\neq0$, so it has no basis of eigenvectors. The state is nevertheless simple: $\psi=uu^T$ with $u=(1,i)^T/\sqrt2$, one doubly occupied orbital. A factorisation that works for every symmetric $\psi$ is $\psi=U\,\mathrm{diag}(c)\,U^T$, with a transpose where diagonalisation has an inverse. Here $U$ is unitary and all $c_p\ge0$.

For two electrons in a finite orbital basis, it reduces any singlet configuration expansion to doubly occupied configurations, whatever the interaction.

## Orbitals and pair functions

```lean
import Mathlib

open Matrix

namespace TakagiSinglet

noncomputable section

variable {ι : Type*} [Fintype ι] [DecidableEq ι]
```

The type `ι` labels the basis orbitals. It is finite, and its size is otherwise free.

```lean
/-- The squared norm of the coefficient vector `x`. -/
def weight (x : ι → ℂ) : ℝ := ∑ i, Complex.normSq (x i)
```

An orbital is given by a coefficient vector `x : ι → ℂ`, and `weight x` is $\|x\|^2=\sum_i|x_i|^2$, a real number. For orthonormal basis functions it is also the squared norm of the orbital as a function.

```lean
/-- The two-electron spatial function with coefficient matrix `ψ` in the orbitals `φ`. -/
def pairFunction {X : Type*} (φ : ι → X → ℂ) (ψ : Matrix ι ι ℂ) (x y : X) : ℂ :=
  ∑ p, ∑ q, ψ p q * φ p x * φ q y
```

This is $\Psi(x,y)=\sum_{pq}\psi_{pq}\,\varphi_p(x)\varphi_q(y)$. The singlet enters through the later hypothesis `ψᵀ = ψ`: a symmetric spatial function accompanies the antisymmetric spin factor, which is not represented.

```lean
/-- The orbital whose coefficients in the orbitals `φ` are the column `p` of `U`. -/
def rotatedOrbital {X : Type*} (φ : ι → X → ℂ) (U : Matrix ι ι ℂ) (p : ι) (x : X) : ℂ :=
  ∑ q, U q p * φ q x
```

The rotated orbital is $\chi_p(x)=\sum_q U_{qp}\varphi_q(x)$. The basis functions are arbitrary. If they are orthonormal and $U$ is unitary, the $\chi_p$ are orthonormal too.

A different model would take $\Psi$ as a symmetric square-integrable function. That would supply an inner product of functions and cover infinite bases, but the sums would need convergence arguments and the eigenvector step would need compactness.

## The antilinear map behind the factorisation

```lean
omit [DecidableEq ι] in
/-- The inner product of a coefficient vector with itself is its squared norm. -/
theorem overlap_self (x : ι → ℂ) : star x ⬝ᵥ x = (weight x : ℂ) := by
  simp only [dotProduct, weight, Complex.ofReal_sum]
  exact Finset.sum_congr rfl fun i _ => Complex.normSq_eq_conj_mul_self.symm
```

In Lean, `⬝ᵥ` is the dot product without conjugation and `star` conjugates each entry, so `star x ⬝ᵥ y` is $\langle x,y\rangle$. The lemma says $\langle x,x\rangle=\|x\|^2$.

```lean
omit [DecidableEq ι] in
/-- Exchanging two coefficient vectors conjugates their inner product. -/
theorem overlap_conj (x y : ι → ℂ) : star x ⬝ᵥ y = star (star y ⬝ᵥ x) := by
  simp [dotProduct, mul_comm]
```

This is $\langle x,y\rangle=\langle y,x\rangle^*$.

```lean
omit [DecidableEq ι] in
/-- For a symmetric `ψ`, the antilinear map `v ↦ ψ v*` has matrix elements that are
symmetric in the two orbitals. -/
theorem pairing_symm {ψ : Matrix ι ι ℂ} (h : ψᵀ = ψ) (x y : ι → ℂ) :
    star x ⬝ᵥ (ψ *ᵥ star y) = star y ⬝ᵥ (ψ *ᵥ star x) := by
  rw [Matrix.dotProduct_mulVec, dotProduct_comm (star x ᵥ* ψ) (star y),
    ← Matrix.mulVec_transpose, h]
```

Write $Tv=\psi v^*$, in Lean `ψ *ᵥ star v`. Then

$$\langle x,Ty\rangle=\sum_{ij}x_i^*\psi_{ij}y_j^*=\langle y,Tx\rangle,$$

because $\psi_{ij}=\psi_{ji}$. The proof moves $\psi$ to the other side of the dot product and uses `h` to replace its transpose by $\psi$.

```lean
omit [DecidableEq ι] in
/-- For a symmetric `ψ`, every nonzero space of coefficient vectors invariant under `v ↦ ψ v*`
contains a normalised vector that this map multiplies by a nonnegative number. -/
theorem exists_paired_orbital {ψ : Matrix ι ι ℂ} (h : ψᵀ = ψ)
    (W : Submodule ℂ (ι → ℂ)) (hne : W ≠ ⊥) (hW : ∀ x ∈ W, ψ *ᵥ star x ∈ W) :
    ∃ u ∈ W, ∃ s : ℝ, 0 ≤ s ∧ star u ⬝ᵥ u = 1 ∧ ψ *ᵥ star u = (s : ℂ) • u := by
  have hstar : ∀ t : ℝ, star (t : ℂ) = t := Complex.conj_ofReal
  have hpos : ∀ x : ι → ℂ, x ≠ 0 → 0 < weight x := fun x hx => by
    obtain ⟨i, hi⟩ := Function.ne_iff.mp hx
    exact Finset.sum_pos' (fun j _ => Complex.normSq_nonneg _)
      ⟨i, Finset.mem_univ i, Complex.normSq_pos.mpr hi⟩
  -- the square of the antilinear map is linear and has an eigenvector
  obtain ⟨w, hwW, hw0, μ, hww⟩ : ∃ w ∈ W, w ≠ 0 ∧ ∃ μ : ℂ,
      ψ *ᵥ star (ψ *ᵥ star w) = μ • w := by
    let f : Module.End ℂ W :=
      { toFun := fun x => ⟨ψ *ᵥ star (ψ *ᵥ star (x : ι → ℂ)), hW _ (hW _ x.2)⟩
        map_add' := fun x y => by
          apply Subtype.ext
          simp [Matrix.mulVec_add]
        map_smul' := fun t x => by
          apply Subtype.ext
          simp [Matrix.mulVec_smul, star_smul] }
    have : Nontrivial W := Submodule.nontrivial_iff_ne_bot.mpr hne
    obtain ⟨μ, hμ⟩ := Module.End.exists_eigenvalue f
    obtain ⟨w, hw⟩ := hμ.exists_hasEigenvector
    exact ⟨w, w.2, fun h0 => hw.2 (Subtype.ext h0), μ,
      congrArg Subtype.val hw.apply_eq_smul⟩
  -- its eigenvalue is the square of a nonnegative number
  obtain ⟨s, hs0, hs⟩ : ∃ s : ℝ, 0 ≤ s ∧ μ = (s : ℂ) * s := by
    have ha := hpos w hw0
    have hb : 0 ≤ weight (ψ *ᵥ star w) := Finset.sum_nonneg fun i _ => Complex.normSq_nonneg _
    have e := pairing_symm h w (ψ *ᵥ star w)
    rw [hww, dotProduct_smul, overlap_self, overlap_self, smul_eq_mul] at e
    refine ⟨Real.sqrt (weight (ψ *ᵥ star w) / weight w), Real.sqrt_nonneg _, ?_⟩
    rw [← Complex.ofReal_mul, Real.mul_self_sqrt (div_nonneg hb ha.le), Complex.ofReal_div,
      eq_div_iff (by exact_mod_cast ha.ne')]
    exact e
  -- a suitable combination, or a change of phase, gives the paired orbital
  obtain ⟨u, huW, hu0, hu⟩ : ∃ u ∈ W, u ≠ 0 ∧ ψ *ᵥ star u = (s : ℂ) • u := by
    by_cases hc : ψ *ᵥ star w + (s : ℂ) • w = 0
    · refine ⟨Complex.I • w, W.smul_mem _ hwW, smul_ne_zero Complex.I_ne_zero hw0, ?_⟩
      have hI : star Complex.I = -Complex.I := Complex.conj_I
      rw [star_smul, Matrix.mulVec_smul, eq_neg_of_add_eq_zero_left hc, hI]
      module
    · refine ⟨ψ *ᵥ star w + (s : ℂ) • w, W.add_mem (hW _ hwW) (W.smul_mem _ hwW), hc, ?_⟩
      rw [star_add, star_smul, Matrix.mulVec_add, Matrix.mulVec_smul, hww, hstar, hs]
      module
  obtain ⟨r, hr⟩ : ∃ r : ℝ, r * r * weight u = 1 :=
    ⟨(Real.sqrt (weight u))⁻¹, by
      rw [← mul_inv, Real.mul_self_sqrt (hpos u hu0).le, inv_mul_cancel₀ (hpos u hu0).ne']⟩
  refine ⟨(r : ℂ) • u, W.smul_mem _ huW, s, hs0, ?_, ?_⟩
  · rw [star_smul, smul_dotProduct, dotProduct_smul, overlap_self, hstar, smul_eq_mul,
      smul_eq_mul, ← mul_assoc]
    exact_mod_cast hr
  · rw [star_smul, Matrix.mulVec_smul, hu, hstar]
    module
```

Let $W\neq0$ be a subspace that $T$ maps into itself. The claim is that $W$ contains a normalised $u$ with $Tu=su$ and $s\ge0$.

1. $T$ is antilinear, so $T^2$ is linear. On the nonzero, finite-dimensional complex space $W$ it has an eigenvector: $T^2w=\mu w$. In Lean this map is `f`, and `exists_eigenvalue` supplies $\mu$.
2. Put $x=w$ and $y=Tw$ in the symmetry relation. This gives $\mu\|w\|^2=\|Tw\|^2$, so $\mu=s^2$ with $s=\|Tw\|/\|w\|\ge0$.
3. Let $z=Tw+sw$. If $z\neq0$, then $Tz=s^2w+sTw=sz$. If $z=0$, then $Tw=-sw$, and antilinearity gives $T(iw)=-iTw=s(iw)$. The command `by_cases` separates these cases.
4. Multiplying by a real number $r$ preserves the relation, so the vector can be normalised.

```lean
/-- For a symmetric `ψ` and any finite set `s` of labels there are orthonormal coefficient vectors
`v p`, `p ∈ s`, with `ψ (v p)* = c p • v p` and nonnegative `c p`. -/
theorem exists_paired_family {ψ : Matrix ι ι ℂ} (h : ψᵀ = ψ) (s : Finset ι) :
    ∃ (v : ι → ι → ℂ) (c : ι → ℝ), (∀ p, 0 ≤ c p) ∧
      (∀ p ∈ s, ψ *ᵥ star (v p) = (c p : ℂ) • v p) ∧
      ∀ p ∈ s, ∀ q ∈ s, star (v p) ⬝ᵥ v q = if p = q then 1 else 0 := by
  induction s using Finset.induction_on with
  | empty => exact ⟨0, 0, by simp, by simp, by simp⟩
  | insert a s ha ih =>
    obtain ⟨v, c, hc, hv, ho⟩ := ih
    -- the orthogonal complement of the orbitals found so far
    let W : Submodule ℂ (ι → ℂ) :=
      { carrier := {x | ∀ p ∈ s, star (v p) ⬝ᵥ x = 0}
        add_mem' := fun hx hy p hp => by
          rw [dotProduct_add, hx p hp, hy p hp, add_zero]
        zero_mem' := fun p _ => dotProduct_zero _
        smul_mem' := fun t x hx p hp => by
          rw [dotProduct_smul, hx p hp, smul_zero] }
    have hne : W ≠ ⊥ := by
      let M : Matrix ι ι ℂ := fun p => if p ∈ s then star (v p) else 0
      have hdet : M.det = 0 := Matrix.det_eq_zero_of_row_eq_zero a (fun j => by simp [M, ha])
      obtain ⟨x, hx0, hx⟩ := Matrix.exists_mulVec_eq_zero_iff.mpr hdet
      have hxW : x ∈ W := fun p hp => by
        have hM : M p = star (v p) := if_pos hp
        have e : M p ⬝ᵥ x = 0 := congrFun hx p
        rw [hM] at e
        exact e
      exact fun hb => hx0 ((Submodule.eq_bot_iff W).mp hb x hxW)
    have hW : ∀ x ∈ W, ψ *ᵥ star x ∈ W := by
      intro x hx p hp
      have e : star (v p) ⬝ᵥ x = 0 := hx p hp
      change star (v p) ⬝ᵥ (ψ *ᵥ star x) = 0
      rw [pairing_symm h, hv p hp, dotProduct_smul, overlap_conj, e, star_zero, smul_zero]
    obtain ⟨u, huW, t, ht, hu1, hu⟩ := exists_paired_orbital h W hne hW
    have hu2 : ∀ p ∈ s, star (v p) ⬝ᵥ u = 0 := huW
    have hna : ∀ p ∈ s, p ≠ a := fun p hp e => ha (e ▸ hp)
    refine ⟨Function.update v a u, Function.update c a t, ?_, ?_, ?_⟩
    · intro p
      by_cases hp : p = a
      · rw [hp, Function.update_self]
        exact ht
      · rw [Function.update_of_ne hp]
        exact hc p
    · intro p hp
      rcases Finset.mem_insert.mp hp with hpa | hps
      · rw [hpa, Function.update_self, Function.update_self]
        exact hu
      · rw [Function.update_of_ne (hna p hps), Function.update_of_ne (hna p hps)]
        exact hv p hps
    · intro p hp q hq
      rcases Finset.mem_insert.mp hp with hpa | hps <;>
        rcases Finset.mem_insert.mp hq with hqa | hqs
      · rw [hpa, hqa, Function.update_self, if_pos rfl]
        exact hu1
      · rw [hpa, Function.update_self, Function.update_of_ne (hna q hqs),
          if_neg (hna q hqs).symm, overlap_conj, hu2 q hqs, star_zero]
      · rw [hqa, Function.update_self, Function.update_of_ne (hna p hps),
          if_neg (hna p hps), hu2 p hps]
      · rw [Function.update_of_ne (hna p hps), Function.update_of_ne (hna q hqs)]
        exact ho p hps q hqs
```

This builds the orthonormal set one label at a time, by induction on a finite set $S$ of labels (`s` in the code). The empty set needs nothing. To add a label $a\notin S$, let $W$ be the orthogonal complement of the vectors $v_p$ with $p\in S$.

- **$W$ is nonzero.** Form a square matrix with row $p$ equal to $v_p^*$ for $p\in S$ and zero otherwise. Row $a$ vanishes, so the determinant is zero and some nonzero $x$ is annihilated. That $x$ lies in $W$.
- **$W$ is invariant.** For $x\in W$, $\langle v_p,Tx\rangle=\langle x,Tv_p\rangle=c_p\langle x,v_p\rangle=0$.

The previous lemma then gives a new vector in $W$, and `Function.update` stores it under the label $a$. The remaining cases check orthonormality between old and new vectors.

## The factorisation and its converse

```lean
/-- Takagi factorisation: a complex symmetric matrix equals `U diag(c) Uᵀ` with `U` unitary
and all `c p` nonnegative. -/
theorem takagi {ψ : Matrix ι ι ℂ} (h : ψᵀ = ψ) :
    ∃ U ∈ Matrix.unitaryGroup ι ℂ, ∃ c : ι → ℝ, (∀ p, 0 ≤ c p) ∧
      ψ = U * Matrix.diagonal (fun p => (c p : ℂ)) * Uᵀ := by
  obtain ⟨v, c, hc, hv, ho⟩ := exists_paired_family h Finset.univ
  -- the paired orbitals are the columns of `U`
  let U : Matrix ι ι ℂ := Matrix.of fun i p => v p i
  have hU : Uᴴ * U = 1 := by
    ext p q
    rw [Matrix.one_apply]
    exact ho p (Finset.mem_univ p) q (Finset.mem_univ q)
  have hU' : U * Uᴴ = 1 := mul_eq_one_comm.mp hU
  have hcol : ψ * Uᴴᵀ = U * Matrix.diagonal (fun p => (c p : ℂ)) := by
    ext i p
    rw [Matrix.mul_diagonal, mul_comm (U i p)]
    exact congrFun (hv p (Finset.mem_univ p)) i
  have hconj : Uᴴᵀ * Uᵀ = 1 := by
    rw [← Matrix.transpose_mul, hU', Matrix.transpose_one]
  refine ⟨U, Matrix.mem_unitaryGroup_iff.mpr hU', c, hc, ?_⟩
  rw [← hcol, Matrix.mul_assoc, hconj, Matrix.mul_one]
```

The statement reads: if $\psi^T=\psi$, there are a unitary $U$ and real $c_p\ge0$ with $\psi=U\,\mathrm{diag}(c)\,U^T$. Neither uniqueness nor an ordering of the $c_p$ is claimed.

Apply the induction result to all labels (`Finset.univ`) and make the vectors the columns, $U_{ip}=(v_p)_i$. Orthonormality is $U^\dagger U=1$, hence $UU^\dagger=1$ for a square matrix. With $D=\mathrm{diag}(c)$, the relations $\psi v_p^*=c_pv_p$ become $\psi U^*=UD$, which is `hcol`; Lean writes $U^*$ as `Uᴴᵀ`. Transposing $UU^\dagger=1$ gives $U^*U^T=1$, so multiplying by $U^T$ on the right yields $\psi=UDU^T$.

```lean
/-- Conversely, every matrix of the form `U diag(c) Uᵀ` is symmetric. -/
theorem symmetric_of_factorisation (U : Matrix ι ι ℂ) (c : ι → ℝ) :
    (U * Matrix.diagonal (fun p => (c p : ℂ)) * Uᵀ)ᵀ =
      U * Matrix.diagonal (fun p => (c p : ℂ)) * Uᵀ := by
  simp [Matrix.transpose_mul, Matrix.mul_assoc]
```

Since $(UDU^T)^T=UDU^T$, only symmetric matrices can be factorised this way. This direction needs neither unitarity nor nonnegative $c_p$.

It also shows what fails without the symmetry hypothesis. The matrix

$$\psi=\frac1{\sqrt2}\begin{pmatrix}0&1\\-1&0\end{pmatrix}$$

is the spatial part of a triplet and has no such factorisation. In the construction above, $T^2=\psi\psi^*=-\tfrac12$, whose eigenvalue is not the square of any real $s$.

## Natural orbitals and occupations

```lean
/-- For `ψ = U diag(c) Uᵀ` with `U` unitary, the matrix `ψψ†` is diagonal in the columns of `U`,
with diagonal entries `c p ^ 2`. -/
theorem density_matrix {U : Matrix ι ι ℂ} (hU : U ∈ Matrix.unitaryGroup ι ℂ) (c : ι → ℝ)
    {ψ : Matrix ι ι ℂ} (hψ : ψ = U * Matrix.diagonal (fun p => (c p : ℂ)) * Uᵀ) :
    ψ * ψᴴ = U * Matrix.diagonal (fun p => ((c p ^ 2 : ℝ) : ℂ)) * Uᴴ := by
  have h0 : Uᴴ * U = 1 := Matrix.mem_unitaryGroup_iff'.mp hU
  have h1 : Uᵀ * Uᵀᴴ = 1 := by
    have e : (Uᴴ * U)ᵀ = 1 := by rw [h0, Matrix.transpose_one]
    rw [Matrix.transpose_mul] at e
    exact e
  have hD : (Matrix.diagonal (fun p => (c p : ℂ)))ᴴ = Matrix.diagonal (fun p => (c p : ℂ)) := by
    rw [Matrix.diagonal_conjTranspose]
    exact congrArg Matrix.diagonal (funext fun p => Complex.conj_ofReal (c p))
  have hDD : Matrix.diagonal (fun p => (c p : ℂ)) * Matrix.diagonal (fun p => (c p : ℂ)) =
      Matrix.diagonal (fun p => ((c p ^ 2 : ℝ) : ℂ)) := by
    rw [Matrix.diagonal_mul_diagonal]
    refine congrArg Matrix.diagonal (funext fun p => ?_)
    push_cast
    ring
  rw [hψ, Matrix.conjTranspose_mul, Matrix.conjTranspose_mul, hD, ← hDD]
  generalize Matrix.diagonal (fun p => (c p : ℂ)) = D
  calc U * D * Uᵀ * (Uᵀᴴ * (D * Uᴴ)) = U * D * (Uᵀ * Uᵀᴴ) * (D * Uᴴ) := by
        simp only [Matrix.mul_assoc]
    _ = U * (D * D) * Uᴴ := by
        rw [h1, Matrix.mul_one]
        simp only [Matrix.mul_assoc]
```

The symbol `ᴴ` is the adjoint. Since $D$ is real, $\psi^\dagger=U^*DU^\dagger$, and $U^TU^*=1$ gives

$$\psi\psi^\dagger=UD\,U^TU^*\,DU^\dagger=UD^2U^\dagger.$$

For orthonormal basis functions and normalised $\psi$, $\psi\psi^\dagger$ is the one-particle density matrix for each spin. The columns of $U$ are then natural orbitals with occupation $c_p^2$ per spin, or $2c_p^2$ in total.

```lean
/-- A pair function with symmetric coefficients is a sum of doubly occupied, unitarily rotated
orbitals with nonnegative amplitudes `c p`, and the same rotation diagonalises `ψψ†` with entries `c
p ^ 2`. -/
theorem singlet_natural_expansion {X : Type*} (φ : ι → X → ℂ) {ψ : Matrix ι ι ℂ}
    (h : ψᵀ = ψ) :
    ∃ U ∈ Matrix.unitaryGroup ι ℂ, ∃ c : ι → ℝ, (∀ p, 0 ≤ c p) ∧
      (∀ x y, pairFunction φ ψ x y =
        ∑ p, (c p : ℂ) * rotatedOrbital φ U p x * rotatedOrbital φ U p y) ∧
      ψ * ψᴴ = U * Matrix.diagonal (fun p => ((c p ^ 2 : ℝ) : ℂ)) * Uᴴ := by
  obtain ⟨U, hU, c, hc, hψ⟩ := takagi h
  refine ⟨U, hU, c, hc, fun x y => ?_, density_matrix hU c hψ⟩
  have e : ∀ p q, ψ p q = ∑ k, U p k * (c k : ℂ) * U q k := by
    intro p q
    rw [hψ, Matrix.mul_apply]
    simp [Matrix.mul_diagonal]
  -- insert the factorisation and sum over the rotated orbitals last
  calc pairFunction φ ψ x y
      = ∑ p, ∑ q, ∑ k, U p k * (c k : ℂ) * U q k * φ p x * φ q y := by
        simp only [pairFunction, e, Finset.sum_mul]
    _ = ∑ p, ∑ k, ∑ q, U p k * (c k : ℂ) * U q k * φ p x * φ q y :=
        Finset.sum_congr rfl fun p _ => Finset.sum_comm
    _ = ∑ k, ∑ p, ∑ q, U p k * (c k : ℂ) * U q k * φ p x * φ q y := Finset.sum_comm
    _ = ∑ k, (c k : ℂ) * rotatedOrbital φ U k x * rotatedOrbital φ U k y := by
        refine Finset.sum_congr rfl fun k _ => ?_
        unfold rotatedOrbital
        rw [mul_assoc, Finset.sum_mul_sum, Finset.mul_sum]
        refine Finset.sum_congr rfl fun p _ => ?_
        rw [Finset.mul_sum]
        exact Finset.sum_congr rfl fun q _ => by ring
```

One $U$ and one set of $c_p\ge0$ serve both conclusions: the diagonal form of $\psi\psi^\dagger$ and, for all $x,y$,

$$\Psi(x,y)=\sum_p c_p\,\chi_p(x)\chi_p(y).$$

By hand, insert $\psi_{pq}=\sum_kU_{pk}c_kU_{qk}$ and sum over $k$ last:

$$\sum_{pq}\psi_{pq}\varphi_p(x)\varphi_q(y)=\sum_kc_k\Big(\sum_pU_{pk}\varphi_p(x)\Big)\Big(\sum_qU_{qk}\varphi_q(y)\Big).$$

The `calc` block follows this line. `Finset.sum_comm` exchanges sums, and `Finset.sum_mul_sum` handles the product of the two brackets.

```lean
/-- For `ψ = U diag(c) Uᵀ` with `U` unitary, the trace of `ψψ†` is the sum of the `c p ^ 2`. -/
theorem trace_density {U : Matrix ι ι ℂ} (hU : U ∈ Matrix.unitaryGroup ι ℂ) (c : ι → ℝ)
    {ψ : Matrix ι ι ℂ} (hψ : ψ = U * Matrix.diagonal (fun p => (c p : ℂ)) * Uᵀ) :
    (ψ * ψᴴ).trace = ((∑ p, c p ^ 2 : ℝ) : ℂ) := by
  have h0 : Uᴴ * U = 1 := Matrix.mem_unitaryGroup_iff'.mp hU
  rw [density_matrix hU c hψ, Matrix.trace_mul_comm, ← Matrix.mul_assoc, h0, Matrix.one_mul,
    Matrix.trace_diagonal, Complex.ofReal_sum]

end

end TakagiSinglet
```

Cyclicity of the trace and $U^\dagger U=1$ give $\mathrm{Tr}\,\psi\psi^\dagger=\mathrm{Tr}\,D^2=\sum_pc_p^2$. Normalisation is not assumed in the file; for a normalised state in an orthonormal basis this sum is 1.

```lean
#print axioms TakagiSinglet.symmetric_of_factorisation
#print axioms TakagiSinglet.singlet_natural_expansion
#print axioms TakagiSinglet.trace_density
```

```
'TakagiSinglet.symmetric_of_factorisation' depends on axioms: [propext, Classical.choice, Quot.sound]
'TakagiSinglet.singlet_natural_expansion' depends on axioms: [propext, Classical.choice, Quot.sound]
'TakagiSinglet.trace_density' depends on axioms: [propext, Classical.choice, Quot.sound]
```
